# The cumulant of a correctly contracted two-particle density matrix traces to $g^2-g$

In a correlated electronic state some natural orbitals are fractionally occupied. Suppose that a calculation supplies the two-particle cumulant, the part of the two-particle density matrix that remains when the antisymmetrised product of one-particle density matrices is removed. How much does it say about the occupations?

Let $g_{ik}=\langle a_k^\dagger a_i\rangle$ and $G_{ijkl}=\langle a_k^\dagger a_l^\dagger a_j a_i\rangle$ be the one- and two-particle density matrices in an orthonormal spin-orbital basis. The cumulant $L$ and its partial trace $d$ are

$$L_{ijkl}=G_{ijkl}-(g_{ik}g_{jl}-g_{il}g_{jk}),\qquad d_{ik}=\sum_j L_{ijkj}.$$

Three hypotheses connect $d$ to the occupations: $g$ has trace $N$, $G$ contracts to $(N-1)g$, and $g$ is Hermitian. The first two give $d=g^2-g$. With the third, each occupation is $\tfrac12\pm\sqrt{\tfrac14+\delta}$ for an eigenvalue $\delta$ of $d$, and $0\le g\le I$ holds exactly when $d\le 0$. For cumulant-based methods in a finite orbital basis, this means that $\delta$ leaves a choice between an occupation $x$ and its particle–hole partner $1-x$.

## Orbitals, arrays and eigenvalues

The finite type `n` labels the spin orbitals. The array `G` has four indices and complex entries, and nothing is assumed about its antisymmetry, Hermiticity or positivity. The theorems therefore apply to approximate two-particle matrices that satisfy the stated hypotheses, and they do not show that `G` comes from a state.

In Lean 4 with Mathlib:

```lean
import Mathlib

open Matrix
open scoped ComplexOrder

namespace CumulantPartialTrace

noncomputable section

variable {n : Type*} [Fintype n]
```

`contract` sums over the second particle, so `contract G` has entries $\sum_j G_{ijkj}$.

```lean
/-- The partial trace of a two-particle array over its second particle. -/
def contract (G : n → n → n → n → ℂ) : Matrix n n ℂ :=
  Matrix.of fun i k => ∑ j, G i j k j
```

`wedge g` is the antisymmetrised product, without a factor $\tfrac12$, and `cumulant g G` is $L$.

```lean
/-- The antisymmetrised product of a one-particle density matrix with itself. -/
def wedge (g : Matrix n n ℂ) (i j k l : n) : ℂ :=
  g i k * g j l - g i l * g j k

/-- The two-particle cumulant: the part of `G` that is not the antisymmetrised product of `g`. -/
def cumulant (g : Matrix n n ℂ) (G : n → n → n → n → ℂ) (i j k l : n) : ℂ :=
  G i j k l - wedge g i j k l
```

An eigenvalue is a complex number with a nonzero eigenvector. Multiplicities are not tracked.

```lean
/-- The number `z` is an eigenvalue of `A`, with a nonzero eigenvector. -/
def IsEigenvalue (A : Matrix n n ℂ) (z : ℂ) : Prop :=
  ∃ v : n → ℂ, v ≠ 0 ∧ A *ᵥ v = z • v
```

## Trace $N$: the electron count

The condition $\operatorname{tr} g=N$ says that the occupations add up to the number of electrons. It enters when the antisymmetrised product is contracted:

$$\sum_j(g_{ik}g_{jj}-g_{ij}g_{jk})=(\operatorname{tr}g)\,g_{ik}-(g^2)_{ik}.$$

`contract_wedge` proves this for every $g$, by expanding the sums and taking the constant factor $g_{ik}$ out. The hypothesis `htr` then replaces the trace by $N$ in `contract_cumulant`, further down.

```lean
/-- The partial trace of the antisymmetrised product is `(tr g) g - g²`. -/
theorem contract_wedge (g : Matrix n n ℂ) :
    contract (wedge g) = g.trace • g - g * g := by
  ext i k
  simp only [contract, wedge, Matrix.of_apply, Finset.sum_sub_distrib, Matrix.sub_apply,
    Matrix.smul_apply, smul_eq_mul, Matrix.mul_apply, Matrix.trace, Matrix.diag_apply,
    ← Finset.mul_sum]
  ring
```

Without the trace condition, one orbital is enough for failure. Take $N=1$, $G=0$ and $g=2$, an algebraic example that no electronic state realises. The contraction condition reads $0=0$, and the antisymmetrised product vanishes because there is only one orbital. Hence $d=0$, although $g^2-g=2$. The order statement fails too, since $d\le0$ while the occupation is 2.

## Contraction to $(N-1)g$: counting the other electrons

In a state of $N$ electrons, removing one electron leaves $N-1$ others to count. Summing $G$ over its second particle therefore gives $(N-1)g$. This ties $G$ to $g$ and fixes the normalisation, in which the full trace of $G$ is $N(N-1)$. Subtracting the contracted product gives

$$d=(N-1)g-(Ng-g^2)=g^2-g.$$

The proof of `contract_cumulant` follows the same route. It splits the contraction of a difference into a difference of contractions, inserts `hG`, `contract_wedge` and `htr`, and lets `module` collect the multiples of $g$. Hermiticity is not needed here. The subtraction in `(N : ℂ) - 1` is complex, so $N=0$ gives $-1$.

```lean
/-- If `g` has trace `N` and `G` contracts to `(N - 1) g`, the partial trace of the cumulant
is `g² - g`. -/
theorem contract_cumulant {g : Matrix n n ℂ} {G : n → n → n → n → ℂ} {N : ℕ}
    (htr : g.trace = N) (hG : contract G = ((N : ℂ) - 1) • g) :
    contract (cumulant g G) = g * g - g := by
  have h : contract (cumulant g G) = contract G - contract (wedge g) := by
    ext i k
    simp [contract, cumulant, Finset.sum_sub_distrib]
  rw [h, hG, contract_wedge, htr]
  module
```

The condition fails when the particle number fluctuates. Consider an equal mixture of the vacuum and the doubly filled state of two spin orbitals. Then $g=\tfrac12I$ has trace $N=1$, but $G$ contracts to $\tfrac12I$ instead of zero. The antisymmetrised product contracts to $\tfrac14I$, so $d=+\tfrac14I$, whereas $g^2-g=-\tfrac14I$. Here $0\le g\le I$ holds and $d\le0$ does not.

The same argument has a bosonic neighbour, which is not formalised here. With the symmetrised product $g_{ik}g_{jl}+g_{il}g_{jk}$ the contraction is $Ng+g^2$, and so $d=-(g+g^2)$. For occupations $x\ge0$ only one root survives, $x=-\tfrac12+\sqrt{\tfrac14-\delta}$.

## Hermitian $g$: real occupations

Hermiticity makes the occupations real. If $gv=zv$ with $v\neq0$, evaluating $v^\dagger gv$ by acting to the right and to the left gives $z\,v^\dagger v=\bar z\,v^\dagger v$, hence $z=\bar z$. In `eigenvalue_real` these two evaluations are `h1` and `h2`, and `h3` allows the division by $v^\dagger v$.

```lean
/-- Every eigenvalue of a Hermitian matrix is real. -/
theorem eigenvalue_real {A : Matrix n n ℂ} (hA : A.IsHermitian) {z : ℂ}
    (hz : IsEigenvalue A z) : ∃ x : ℝ, z = x := by
  obtain ⟨v, hv0, hv⟩ := hz
  -- evaluate the expectation value of A by acting to the right and to the left
  have h1 : star v ⬝ᵥ (A *ᵥ v) = z * (star v ⬝ᵥ v) := by
    rw [hv, dotProduct_smul, smul_eq_mul]
  have hl : star v ᵥ* A = star z • star v := by
    have h := Matrix.star_mulVec A v
    rw [hA.eq, hv, star_smul] at h
    exact h.symm
  have h2 : star v ⬝ᵥ (A *ᵥ v) = star z * (star v ⬝ᵥ v) := by
    rw [Matrix.dotProduct_mulVec, hl, smul_dotProduct, smul_eq_mul]
  have h3 : star v ⬝ᵥ v ≠ 0 := by
    intro h
    exact hv0 (dotProduct_star_self_eq_zero.mp h)
  have h4 : z = star z := mul_right_cancel₀ h3 (h1.symm.trans h2)
  exact ⟨z.re, (Complex.conj_eq_iff_re.mp h4.symm).symm⟩
```

For real $x$, put $\delta=x^2-x$. Then $\tfrac14+\delta=(x-\tfrac12)^2\ge0$, so $\delta\ge-\tfrac14$ and $x=\tfrac12\pm\sqrt{\tfrac14+\delta}$. The two cases of $|x-\tfrac12|$ give the two signs.

```lean
/-- A real number `x` is one of the two roots `1/2 ± √(1/4 + δ)` belonging to `δ = x² - x`,
and this `δ` is at least `-1/4`. -/
theorem occupation_branch (x : ℝ) :
    -1 / 4 ≤ x ^ 2 - x ∧ (x = 1 / 2 + √(1 / 4 + (x ^ 2 - x)) ∨
      x = 1 / 2 - √(1 / 4 + (x ^ 2 - x))) := by
  refine ⟨by nlinarith [sq_nonneg (x - 1 / 2)], ?_⟩
  have h : 1 / 4 + (x ^ 2 - x) = (x - 1 / 2) ^ 2 := by ring
  rw [h, Real.sqrt_sq_eq_abs]
  rcases abs_cases (x - 1 / 2) with ⟨h, _⟩ | ⟨h, _⟩
  · left
    linarith
  · right
    linarith
```

If $gv=xv$, then $dv=(g^2-g)v=(x^2-x)v$. Every eigenvector of $g$ is thus an eigenvector of $d$, with eigenvalue $\delta$. `occupation_of_cumulant` combines this with the two preceding lemmas.

```lean
/-- If `g` is Hermitian with trace `N` and `G` contracts to `(N - 1) g`, each eigenvalue of `g` is
`1/2 + √(1/4 + δ)` or `1/2 - √(1/4 + δ)`, where `δ ≥ -1/4` is an eigenvalue of the partial trace of
the cumulant. -/
theorem occupation_of_cumulant {g : Matrix n n ℂ} {G : n → n → n → n → ℂ} {N : ℕ}
    (hg : g.IsHermitian) (htr : g.trace = N) (hG : contract G = ((N : ℂ) - 1) • g)
    {z : ℂ} (hz : IsEigenvalue g z) :
    ∃ δ : ℝ, IsEigenvalue (contract (cumulant g G)) δ ∧ -1 / 4 ≤ δ ∧
      (z = ((1 / 2 + √(1 / 4 + δ) : ℝ) : ℂ) ∨ z = ((1 / 2 - √(1 / 4 + δ) : ℝ) : ℂ)) := by
  obtain ⟨x, rfl⟩ := eigenvalue_real hg hz
  obtain ⟨v, hv0, hv⟩ := hz
  obtain ⟨hx, hb⟩ := occupation_branch x
  refine ⟨x ^ 2 - x, ⟨v, hv0, ?_⟩, hx,
    hb.imp (fun h => congrArg Complex.ofReal h) (fun h => congrArg Complex.ofReal h)⟩
  rw [contract_cumulant htr hG, Matrix.sub_mulVec, ← Matrix.mulVec_mulVec, hv,
    Matrix.mulVec_smul, hv]
  push_cast
  module
```

Conversely, let $dv=zv$ with $v\ne0$, and choose a complex $w$ with $w^2=\tfrac14+z$. The quadratic factors on $v$:

$$\bigl(g-(\tfrac12+w)\bigr)\bigl(g-(\tfrac12-w)\bigr)v=(g^2-g-z)v=0.$$

Let $u=(g-(\tfrac12-w))v$. If $u=0$, then $v$ is an eigenvector of $g$ with eigenvalue $\tfrac12-w$. Otherwise $u$ is one with eigenvalue $\tfrac12+w$. The `by_cases hu` in `key` makes this distinction. Hermiticity then makes the eigenvalue $y$ found there real, and $z=y^2-y$ is a real number no smaller than $-\tfrac14$. The theorem promises at least one branch: a single filled orbital has $\delta=0$ and occupation 1, and no orbital with occupation 0.

```lean
/-- If `g` is Hermitian with trace `N` and `G` contracts to `(N - 1) g`, each eigenvalue of the
partial trace of the cumulant is a real `δ ≥ -1/4`, and at least one of `1/2 ± √(1/4 + δ)` is an
eigenvalue of `g`. -/
theorem cumulant_eigenvalue_branch {g : Matrix n n ℂ} {G : n → n → n → n → ℂ} {N : ℕ}
    (hg : g.IsHermitian) (htr : g.trace = N) (hG : contract G = ((N : ℂ) - 1) • g)
    {z : ℂ} (hz : IsEigenvalue (contract (cumulant g G)) z) :
    ∃ δ : ℝ, z = δ ∧ -1 / 4 ≤ δ ∧
      (IsEigenvalue g ((1 / 2 + √(1 / 4 + δ) : ℝ) : ℂ) ∨
        IsEigenvalue g ((1 / 2 - √(1 / 4 + δ) : ℝ) : ℂ)) := by
  rw [contract_cumulant htr hG] at hz
  obtain ⟨v, hv0, hv⟩ := hz
  obtain ⟨w, hw⟩ := IsAlgClosed.exists_pow_nat_eq (1 / 4 + z) (n := 2) (by norm_num)
  -- factor the quadratic equation for g on the eigenvector v
  have key : ∃ y : ℂ, IsEigenvalue g y ∧ y ^ 2 - y = z := by
    by_cases hu : g *ᵥ v - (1 / 2 - w) • v = 0
    · exact ⟨1 / 2 - w, ⟨v, hv0, sub_eq_zero.mp hu⟩, by linear_combination hw⟩
    · refine ⟨1 / 2 + w, ⟨_, hu, ?_⟩, by linear_combination hw⟩
      have hgg : g *ᵥ (g *ᵥ v) = z • v + g *ᵥ v := by
        rw [Matrix.sub_mulVec, ← Matrix.mulVec_mulVec] at hv
        exact sub_eq_iff_eq_add.mp hv
      have hzw : z = w ^ 2 - 1 / 4 := by linear_combination -hw
      rw [Matrix.mulVec_sub, Matrix.mulVec_smul, hgg, hzw]
      module
  obtain ⟨y, hy, hyz⟩ := key
  obtain ⟨x, rfl⟩ := eigenvalue_real hg hy
  obtain ⟨hx, hb⟩ := occupation_branch x
  refine ⟨x ^ 2 - x, by rw [← hyz]; push_cast; rfl, hx, ?_⟩
  rcases hb with h | h
  · left
    rw [← h]
    exact hy
  · right
    rw [← h]
    exact hy
```

For the order statement, `PosSemidef` expresses $g\ge0$, $I-g\ge0$ and $-d\ge0$. If $0\le g\le I$, then

$$-d=g-g^2=g(I-g)g+(I-g)g(I-g)$$

is a sum of two positive semidefinite matrices, each of the form $A^\dagger BA$ with $B\ge0$. If instead $-d\ge0$, then

$$g=g^2+(g-g^2),\qquad I-g=(I-g)^2+(g-g^2)$$

are both positive semidefinite, because the square of a Hermitian matrix is. In the proof, `p` and `q` are the two summands in the first direction and the two conclusions in the second, while `e`, `e1` and `e2` are the identities. The result constrains $g$ alone; it does not make $G$ the density matrix of a state.

```lean
/-- If `g` is Hermitian with trace `N` and `G` contracts to `(N - 1) g`, then `0 ≤ g ≤ 1` holds
exactly when the partial trace of the cumulant is negative semidefinite. -/
theorem pauli_iff_cumulant_nonpos [DecidableEq n] {g : Matrix n n ℂ}
    {G : n → n → n → n → ℂ} {N : ℕ}
    (hg : g.IsHermitian) (htr : g.trace = N) (hG : contract G = ((N : ℂ) - 1) • g) :
    (g.PosSemidef ∧ (1 - g).PosSemidef) ↔ (-contract (cumulant g G)).PosSemidef := by
  rw [contract_cumulant htr hG]
  have hh : (1 - g)ᴴ = 1 - g := (Matrix.isHermitian_one.sub hg).eq
  constructor
  · rintro ⟨h0, h1⟩
    -- particle and hole parts of g - g²
    have p := h1.conjTranspose_mul_mul_same g
    have q := h0.conjTranspose_mul_mul_same (1 - g)
    rw [hg.eq] at p
    rw [hh] at q
    have e : -(g * g - g) = g * (1 - g) * g + (1 - g) * g * (1 - g) := by noncomm_ring
    rw [e]
    exact p.add q
  · intro h
    -- g and 1 - g are each a square plus g - g²
    have p := (Matrix.posSemidef_conjTranspose_mul_self g).add h
    have q := (Matrix.posSemidef_conjTranspose_mul_self (1 - g)).add h
    rw [hg.eq] at p
    rw [hh] at q
    have e1 : g * g + -(g * g - g) = g := by abel
    have e2 : (1 - g) * (1 - g) + -(g * g - g) = 1 - g := by noncomm_ring
    rw [e1] at p
    rw [e2] at q
    exact ⟨p, q⟩
```

Without Hermiticity, take two orbitals, $N=1$, $G=0$ and $g=\operatorname{diag}(\tfrac12+i,\tfrac12-i)$, again an algebraic example and not the density matrix of a state. The trace and contraction conditions hold, and $d=-\tfrac54I\le0$. Yet the eigenvalues of $g$ are not real, $\delta$ lies below $-\tfrac14$, and $0\le g\le I$ is false.

## Normalisation of a two-electron state

The state $a|12\rangle+b|34\rangle$, with real $a$ and $b$, satisfies all three hypotheses when $a^2+b^2=1$. Its antisymmetric amplitudes $A_{ij}$ give $G_{ijkl}=A_{ij}\overline{A_{kl}}$, and $g=\operatorname{diag}(a^2,a^2,b^2,b^2)$.

```lean
/-- Amplitudes of the two-electron state `a|12⟩ + b|34⟩` in four spin orbitals. -/
def pairAmplitude (a b : ℝ) : Matrix (Fin 4) (Fin 4) ℂ :=
  !![0, a, 0, 0; -a, 0, 0, 0; 0, 0, 0, b; 0, 0, -b, 0]

/-- The two-particle density matrix of the state `a|12⟩ + b|34⟩`. -/
def pairTwoRDM (a b : ℝ) (i j k l : Fin 4) : ℂ :=
  pairAmplitude a b i j * starRingEnd ℂ (pairAmplitude a b k l)

/-- The one-particle density matrix of the state `a|12⟩ + b|34⟩`. -/
def pairOneRDM (a b : ℝ) : Matrix (Fin 4) (Fin 4) ℂ :=
  !![(a : ℂ) ^ 2, 0, 0, 0; 0, (a : ℂ) ^ 2, 0, 0; 0, 0, (b : ℂ) ^ 2, 0; 0, 0, 0, (b : ℂ) ^ 2]
```

Normalisation is used for the trace, $2(a^2+b^2)=2$. Without it the contraction of $G$ still equals $g$, but the trace is no longer the electron count. `pair_witness` checks Hermiticity and the contraction entry by entry.

```lean
/-- For the normalised state `a|12⟩ + b|34⟩`, the one-particle density matrix is Hermitian with
trace two, and the two-particle density matrix contracts to `(2 - 1)` times it, as the theorems
above require with `N = 2`. -/
theorem pair_witness {a b : ℝ} (hab : a ^ 2 + b ^ 2 = 1) :
    (pairOneRDM a b).IsHermitian ∧ (pairOneRDM a b).trace = (2 : ℕ) ∧
      contract (pairTwoRDM a b) = (((2 : ℕ) : ℂ) - 1) • pairOneRDM a b := by
  have h : (a : ℂ) ^ 2 + (b : ℂ) ^ 2 = 1 := by exact_mod_cast hab
  refine ⟨Matrix.IsHermitian.ext fun i j => ?_, ?_, ?_⟩
  · fin_cases i <;> fin_cases j <;> simp [pairOneRDM]
  · simp [pairOneRDM, Matrix.trace, Fin.sum_univ_four]
    linear_combination 2 * h
  · have h1 : ((2 : ℕ) : ℂ) - 1 = 1 := by norm_num
    rw [h1, one_smul]
    ext i k
    fin_cases i <;> fin_cases k <;>
      simp [contract, pairTwoRDM, pairAmplitude, pairOneRDM, Fin.sum_univ_four] <;> ring
```

Since $b^2=1-a^2$, both $a^4-a^2$ and $b^4-b^2$ equal $-a^2b^2$, and therefore $d=-a^2b^2I$. `pair_cumulant` obtains this from `contract_cumulant` by substituting for $b^2$ and comparing entries. The single eigenvalue $\delta=-a^2b^2$ belongs to both occupations, $a^2$ and $b^2$, so both branches occur; they coincide when $a^2=b^2=\tfrac12$. At $b=0$ the state is a single determinant, $d$ vanishes, and the occupations are 1 and 0.

```lean
/-- For the normalised state `a|12⟩ + b|34⟩` the partial trace of the cumulant is `-a²b²` times
the identity. -/
theorem pair_cumulant {a b : ℝ} (hab : a ^ 2 + b ^ 2 = 1) :
    contract (cumulant (pairOneRDM a b) (pairTwoRDM a b)) =
      (-((a : ℂ) ^ 2 * (b : ℂ) ^ 2)) • (1 : Matrix (Fin 4) (Fin 4) ℂ) := by
  obtain ⟨_, htr, hG⟩ := pair_witness hab
  have h : (a : ℂ) ^ 2 + (b : ℂ) ^ 2 = 1 := by exact_mod_cast hab
  have hb : (b : ℂ) ^ 2 = 1 - (a : ℂ) ^ 2 := by linear_combination h
  rw [contract_cumulant htr hG]
  unfold pairOneRDM
  rw [hb]
  ext i k
  fin_cases i <;> fin_cases k <;>
    simp <;> ring

end

end CumulantPartialTrace
```

```lean
#print axioms CumulantPartialTrace.contract_cumulant
#print axioms CumulantPartialTrace.occupation_of_cumulant
#print axioms CumulantPartialTrace.pauli_iff_cumulant_nonpos
#print axioms CumulantPartialTrace.pair_cumulant
```

```
'CumulantPartialTrace.contract_cumulant' depends on axioms: [propext, Classical.choice, Quot.sound]
'CumulantPartialTrace.occupation_of_cumulant' depends on axioms: [propext, Classical.choice, Quot.sound]
'CumulantPartialTrace.pauli_iff_cumulant_nonpos' depends on axioms: [propext, Classical.choice, Quot.sound]
'CumulantPartialTrace.pair_cumulant' depends on axioms: [propext, Classical.choice, Quot.sound]
```
